# Linear growth of the density-matrix second moment in a partly filled one-band chain

A code that measures localization by summing squared density-matrix elements, weighted by squared distance, returns a finite number at every cutoff. For a metal that number can be a property of the cutoff and not of the material. Comparing two successive cutoffs may fail to reveal this: take non-interacting electrons at zero temperature in a half-filled chain with one orbital per site and the same hopping between all nearest neighbours. The sum out to distance 2 then equals the sum out to distance 1 exactly, although the full series diverges.

## A closed form for the cut-off sum

Take an infinite chain with lattice spacing 1 and one orthonormal orbital per site. Let the Bloch states with wave number $q$ between $-k$ and $k$ be filled. The density-matrix element between two sites a distance $R$ apart is

$$w_R=\frac{1}{2\pi}\int_{-k}^{k}e^{iRq}\,dq ,$$

where $R$ is an integer of either sign. The second moment, cut off at distance $n$, is

$$M_n=\sum_{R=-n}^{n}R^2|w_R|^2 .$$

The term $R=0$ has weight zero, so including it changes nothing. For a partly filled band, $0<k<\pi$,

$$M_n=\frac{1}{\pi^2}\left(n+\frac12-\frac{\sin((2n+1)k)}{2\sin k}\right),$$

and therefore

$$\left|M_n-\frac{n+\frac12}{\pi^2}\right|\le\frac{1}{2\pi^2\sin k},\qquad \frac{M_n}{n}\to\frac{1}{\pi^2}.$$

The limiting slope does not depend on the filling. Only the bounded oscillation around the line does.

## Spreads and localization lengths from a truncated density matrix

The quadratic spread of a set of occupied orbitals has a gauge-invariant part, which does not depend on how the orbitals are chosen within the occupied space. Up to normalisation, that part is a sum of this kind. A code that evaluates it in real space relies on the sum converging as the cutoff is moved outwards. For non-interacting electrons in a one-band chain with sharp, partial filling, it does not converge, and a reported localization length would grow with the cutoff.

The closed form also supplies reference values. At half filling, $k=\pi/2$, it reads $M_n=(n+\frac12-\frac12(-1)^n)/\pi^2$. Hence $M_1=M_2=2/\pi^2$ and $M_3=M_4=4/\pi^2$: every second enlargement of the cutoff adds nothing. A convergence check should span several cutoffs and look at the slope.

A nearly empty or nearly filled band needs more care. There $\sin k$ is small, and the bound guarantees a small relative deviation from the straight line only once $n\sin k$ is large. At shorter cutoffs the sum can stay small and make a metallic chain look localized.

## From two Fermi points to a straight line

For $R\ne0$ the exponential integrates to the difference of the phases at the two Fermi points:

$$w_R=\frac{1}{2\pi}\,\frac{e^{ikR}-e^{-ikR}}{iR}
=\frac{1}{2\pi}\,\frac{2i\sin(kR)}{iR}
=\frac{\sin(kR)}{\pi R}.$$

Squaring and multiplying by $R^2$ cancels the decay:

$$R^2|w_R|^2=\frac{\sin^2(kR)}{\pi^2}.$$

This also holds at $R=0$, where both sides vanish. Moving the cutoff from $n$ to $n+1$ adds the sites $R=n+1$ and $R=-(n+1)$, which contribute equally:

$$M_{n+1}=M_n+\frac{2\sin^2(k(n+1))}{\pi^2}.$$

The closed form follows by induction. Cleared of denominators, the claim is

$$2\sin k\;\pi^2M_n=(2n+1)\sin k-\sin((2n+1)k).$$

At $n=0$ both sides are zero. For the step, put $\theta=k(n+1)$, so that $(2n+3)k=2\theta+k$ and $(2n+1)k=2\theta-k$. The addition theorems give

$$\sin(2\theta+k)-\sin(2\theta-k)=2\cos(2\theta)\sin k=2(1-2\sin^2\theta)\sin k .$$

The right side of the claim thus increases by

$$2\sin k-2(1-2\sin^2\theta)\sin k=4\sin^2\theta\,\sin k .$$

By the recursion, the left side increases by $2\sin k\cdot2\sin^2\theta$, which is the same amount. Since $\sin k>0$ for $0<k<\pi$, dividing by $2\pi^2\sin k$ gives the closed form.

The deviation from the line is now explicit:

$$M_n-\frac{n+\frac12}{\pi^2}=-\frac{\sin((2n+1)k)}{2\pi^2\sin k}.$$

The sine in the numerator is at most 1 in absolute value, which proves the uniform bound. For $n\ge1$, division by $n$ then gives

$$\left|\frac{M_n}{n}-\frac1{\pi^2}\right|\le\frac1n\left(\frac{1}{2\pi^2\sin k}+\frac{1}{2\pi^2}\right)\to0 .$$

Finally, suppose that the series over all sites converged to a number $S$. Its terms are non-negative, so $M_n\le S$ for every $n$. But the bound gives

$$M_n\ge\frac{n+\frac12}{\pi^2}-\frac{1}{2\pi^2\sin k},$$

which exceeds any fixed $S$ for large enough $n$. The series therefore diverges.

For the completely filled band, $k=\pi$, every term $\sin^2(\pi R)/\pi^2$ is zero, and so is $M_n$ at every cutoff.

## The Lean file

```lean
import Mathlib

open Real Filter Topology

namespace MetallicChainLocalization

noncomputable section

/-- Density-matrix element between two sites a distance `R` apart in a chain whose Bloch states
with wave number between `-k` and `k` are filled. -/
def densityRow (k : ℝ) (R : ℤ) : ℂ :=
  (1 / (2 * (π : ℂ))) * ∫ q in (-k)..k, Complex.exp (Complex.I * (R : ℂ) * (q : ℂ))

/-- Second moment of the squared density-matrix row, cut off at distance `n`. -/
def secondMoment (k : ℝ) (n : ℕ) : ℝ :=
  ∑ R ∈ Finset.Icc (-(n : ℤ)) (n : ℤ), (R : ℝ) ^ 2 * ‖densityRow k R‖ ^ 2

/-- Between distinct sites the density matrix is `sin (k R) / (π R)`. -/
theorem densityRow_eq (k : ℝ) {R : ℤ} (hR : R ≠ 0) :
    densityRow k R = ((Real.sin (k * R) / (π * R) : ℝ) : ℂ) := by
  have hRc : (R : ℂ) ≠ 0 := by exact_mod_cast hR
  have hc : Complex.I * (R : ℂ) ≠ 0 := mul_ne_zero Complex.I_ne_zero hRc
  have hπ : (π : ℂ) ≠ 0 := by exact_mod_cast Real.pi_ne_zero
  -- the two Fermi points contribute complex conjugate phases
  have h1 : Complex.exp (Complex.I * (R : ℂ) * (k : ℂ))
      = Complex.cos (k * R) + Complex.sin (k * R) * Complex.I := by
    rw [← Complex.exp_mul_I]
    congr 1
    ring
  have h2 : Complex.exp (Complex.I * (R : ℂ) * ((-k : ℝ) : ℂ))
      = Complex.cos (k * R) - Complex.sin (k * R) * Complex.I := by
    have h : Complex.I * (R : ℂ) * ((-k : ℝ) : ℂ) = (-((k : ℂ) * R)) * Complex.I := by
      push_cast
      ring
    rw [h, Complex.exp_mul_I, Complex.cos_neg, Complex.sin_neg]
    ring
  have h3 : (Complex.cos (k * R) + Complex.sin (k * R) * Complex.I
      - (Complex.cos (k * R) - Complex.sin (k * R) * Complex.I)) / (Complex.I * (R : ℂ))
      = 2 * Complex.sin (k * R) / R := by
    rw [div_eq_div_iff hc hRc]
    ring
  unfold densityRow
  rw [integral_exp_mul_complex hc, h1, h2, h3]
  push_cast
  rw [div_mul_div_comm, div_eq_div_iff (mul_ne_zero (mul_ne_zero two_ne_zero hπ) hRc)
    (mul_ne_zero hπ hRc)]
  ring

/-- Weighted by the squared distance, the squared density matrix is `sin² (k R) / π²`. -/
theorem sq_mul_densityRow (k : ℝ) (R : ℤ) :
    (R : ℝ) ^ 2 * ‖densityRow k R‖ ^ 2 = Real.sin (k * R) ^ 2 / π ^ 2 := by
  by_cases hR : R = 0
  · subst hR
    simp
  · have hR' : (R : ℝ) ≠ 0 := by exact_mod_cast hR
    rw [densityRow_eq k hR, Complex.norm_real, Real.norm_eq_abs, sq_abs]
    field_simp

/-- Moving the cutoff out by one site adds two equal terms, one from each side. -/
theorem secondMoment_succ (k : ℝ) (n : ℕ) :
    secondMoment k (n + 1)
      = secondMoment k n + 2 * Real.sin (k * ((n : ℝ) + 1)) ^ 2 / π ^ 2 := by
  have hset : Finset.Icc (-((n + 1 : ℕ) : ℤ)) ((n + 1 : ℕ) : ℤ)
      = insert ((n : ℤ) + 1) (insert (-((n : ℤ) + 1)) (Finset.Icc (-(n : ℤ)) (n : ℤ))) := by
    ext x
    simp only [Finset.mem_insert, Finset.mem_Icc]
    omega
  have hneg : Real.sin (k * ((-((n : ℤ) + 1) : ℤ) : ℝ)) = -Real.sin (k * ((n : ℝ) + 1)) := by
    rw [← Real.sin_neg]
    congr 1
    push_cast
    ring
  unfold secondMoment
  rw [hset, Finset.sum_insert (by simp only [Finset.mem_insert, Finset.mem_Icc]; omega),
    Finset.sum_insert (by simp only [Finset.mem_Icc]; omega),
    sq_mul_densityRow k ((n : ℤ) + 1), sq_mul_densityRow k (-((n : ℤ) + 1)), hneg]
  push_cast
  ring

/-- Closed form of the cut-off second moment for a partly filled band, `0 < k < π`: a linear
term plus an oscillation. -/
theorem secondMoment_eq {k : ℝ} (h0 : 0 < k) (hk : k < π) (n : ℕ) :
    secondMoment k n
      = ((n : ℝ) + 1 / 2 - Real.sin ((2 * n + 1) * k) / (2 * Real.sin k)) / π ^ 2 := by
  have hs : Real.sin k ≠ 0 := (Real.sin_pos_of_pos_of_lt_pi h0 hk).ne'
  have hπ : π ^ 2 ≠ 0 := pow_ne_zero 2 Real.pi_ne_zero
  -- the same identity cleared of denominators, by induction on the cutoff
  have key : 2 * Real.sin k * (π ^ 2 * secondMoment k n)
      = (2 * (n : ℝ) + 1) * Real.sin k - Real.sin ((2 * (n : ℝ) + 1) * k) := by
    induction n with
    | zero => simp [secondMoment]
    | succ n ih =>
      have hM : π ^ 2 * secondMoment k (n + 1)
          = π ^ 2 * secondMoment k n + 2 * Real.sin (k * ((n : ℝ) + 1)) ^ 2 := by
        rw [secondMoment_succ, mul_add, mul_div_cancel₀ _ hπ]
      have e1 : Real.sin ((2 * ((n + 1 : ℕ) : ℝ) + 1) * k)
          = Real.sin (2 * (k * ((n : ℝ) + 1))) * Real.cos k
            + Real.cos (2 * (k * ((n : ℝ) + 1))) * Real.sin k := by
        rw [← Real.sin_add]
        congr 1
        push_cast
        ring
      have e2 : Real.sin ((2 * (n : ℝ) + 1) * k)
          = Real.sin (2 * (k * ((n : ℝ) + 1))) * Real.cos k
            - Real.cos (2 * (k * ((n : ℝ) + 1))) * Real.sin k := by
        rw [← Real.sin_sub]
        congr 1
        ring
      have e3 : Real.cos (2 * (k * ((n : ℝ) + 1)))
          = 1 - 2 * Real.sin (k * ((n : ℝ) + 1)) ^ 2 := by
        rw [Real.cos_two_mul]
        linarith [Real.sin_sq_add_cos_sq (k * ((n : ℝ) + 1))]
      rw [e2] at ih
      rw [hM, e1]
      push_cast
      linear_combination ih + 2 * Real.sin k * e3
  have hdiv : Real.sin ((2 * (n : ℝ) + 1) * k) / (2 * Real.sin k)
      = (n : ℝ) + 1 / 2 - π ^ 2 * secondMoment k n := by
    rw [div_eq_iff (mul_ne_zero two_ne_zero hs)]
    linear_combination key
  rw [eq_div_iff hπ, hdiv]
  ring

/-- For `0 < k < π` the second moment stays within a fixed distance, independent of the cutoff,
of the straight line `(n + 1/2) / π²`. -/
theorem abs_secondMoment_sub_le {k : ℝ} (h0 : 0 < k) (hk : k < π) (n : ℕ) :
    |secondMoment k n - ((n : ℝ) + 1 / 2) / π ^ 2| ≤ 1 / (2 * π ^ 2 * Real.sin k) := by
  have hs : 0 < Real.sin k := Real.sin_pos_of_pos_of_lt_pi h0 hk
  have hd : 0 < 2 * π ^ 2 * Real.sin k := by positivity
  have e : secondMoment k n - ((n : ℝ) + 1 / 2) / π ^ 2
      = -(Real.sin ((2 * n + 1) * k) / (2 * π ^ 2 * Real.sin k)) := by
    rw [secondMoment_eq h0 hk]
    ring
  rw [e, abs_neg, abs_div, abs_of_pos hd]
  exact div_le_div_of_nonneg_right (Real.abs_sin_le_one _) hd.le

/-- In a partly filled chain, `0 < k < π`, the second moment divided by the cutoff
tends to `1 / π²`. -/
theorem tendsto_secondMoment_div {k : ℝ} (h0 : 0 < k) (hk : k < π) :
    Tendsto (fun n : ℕ => secondMoment k n / n) atTop (𝓝 (1 / π ^ 2)) := by
  rw [tendsto_iff_norm_sub_tendsto_zero]
  -- the deviation is a bounded quantity divided by the cutoff
  refine squeeze_zero' (Eventually.of_forall fun n => norm_nonneg _) ?_
    (tendsto_const_div_atTop_nhds_zero_nat
      (1 / (2 * π ^ 2 * Real.sin k) + 1 / (2 * π ^ 2)))
  filter_upwards [eventually_gt_atTop 0] with n hn
  have hn' : (0 : ℝ) < n := by exact_mod_cast hn
  have e : (n : ℝ) / π ^ 2 / n = 1 / π ^ 2 := by field_simp
  have b := abs_secondMoment_sub_le h0 hk n
  have hsplit : ((n : ℝ) + 1 / 2) / π ^ 2 = n / π ^ 2 + 1 / (2 * π ^ 2) := by ring
  have hp : 0 < 1 / (2 * π ^ 2) := by positivity
  rw [hsplit, abs_le] at b
  rw [← e, ← sub_div, Real.norm_eq_abs, abs_div, abs_of_pos hn']
  refine div_le_div_of_nonneg_right ?_ hn'.le
  rw [abs_le]
  constructor <;> linarith [b.1, b.2]

/-- In a partly filled chain, `0 < k < π`, the second moment summed over all sites diverges. -/
theorem not_summable_secondMoment {k : ℝ} (h0 : 0 < k) (hk : k < π) :
    ¬ Summable (fun R : ℤ => (R : ℝ) ^ 2 * ‖densityRow k R‖ ^ 2) := by
  intro h
  have hp : 0 < 1 / π ^ 2 := by positivity
  -- a convergent series would bound every partial sum, against the linear growth
  have hlin : Tendsto (fun n : ℕ => (n : ℝ) * (1 / π ^ 2)) atTop atTop :=
    tendsto_natCast_atTop_atTop.atTop_mul_const hp
  obtain ⟨n, hn⟩ := (hlin.eventually_gt_atTop
    ((∑' R : ℤ, (R : ℝ) ^ 2 * ‖densityRow k R‖ ^ 2) + 1 / (2 * π ^ 2 * Real.sin k))).exists
  have hle : secondMoment k n ≤ ∑' R : ℤ, (R : ℝ) ^ 2 * ‖densityRow k R‖ ^ 2 :=
    h.sum_le_tsum _ (fun R _ => by positivity)
  have b := (abs_le.mp (abs_secondMoment_sub_le h0 hk n)).1
  have hsplit : ((n : ℝ) + 1 / 2) / π ^ 2 = n * (1 / π ^ 2) + 1 / π ^ 2 / 2 := by ring
  rw [hsplit] at b
  linarith

/-- For the completely filled band, `k = π`, the second moment vanishes at every cutoff. -/
theorem secondMoment_filled (n : ℕ) : secondMoment π n = 0 := by
  unfold secondMoment
  refine Finset.sum_eq_zero fun R _ => ?_
  rw [sq_mul_densityRow, mul_comm π (R : ℝ), Real.sin_int_mul_pi]
  simp

end

end MetallicChainLocalization
```

```lean
#print axioms MetallicChainLocalization.tendsto_secondMoment_div
#print axioms MetallicChainLocalization.not_summable_secondMoment
#print axioms MetallicChainLocalization.secondMoment_filled
```

```
'MetallicChainLocalization.tendsto_secondMoment_div' depends on axioms: [propext, Classical.choice, Quot.sound]
'MetallicChainLocalization.not_summable_secondMoment' depends on axioms: [propext, Classical.choice, Quot.sound]
'MetallicChainLocalization.secondMoment_filled' depends on axioms: [propext, Classical.choice, Quot.sound]
```

## What is guaranteed for the infinite chain, and where the model stops

**Definitions.** `densityRow k R` is $w_R$, defined by the integral over filled states; the sine formula is derived from it. The wave-number bound `k` is real, the distance `R` is an integer, and the value is complex. `secondMoment k n` is $M_n$: `Finset.Icc` lists the integers from $-n$ to $n$, and the double bars denote the complex modulus. The normalisation $1/(2\pi)$ makes each orbital hold at most one electron, so a spin factor must be added separately if a code includes it in its density matrix.

**Theorems.** `secondMoment_eq` states the closed form for every natural number `n`, including zero, and `abs_secondMoment_sub_le` states the uniform bound. `tendsto_secondMoment_div` says that $M_n/n$ tends to $1/\pi^2$ as $n$ grows. `not_summable_secondMoment` says that the series over all integers has no finite sum. These four assume `0 < k` and `k < π`, which together describe a band that is neither empty nor full. `secondMoment_filled` treats the full band and shows that the limit would fail if the upper condition were relaxed to $k\le\pi$.

**Proof steps.** In `densityRow_eq`, the library result `integral_exp_mul_complex` evaluates the integral. The intermediate facts `h1` and `h2` expand the two Fermi-point phases into cosines and sines, and `h3` takes their difference and divides by $iR$. `sq_mul_densityRow` treats $R=0$ separately and cancels $R^2$ elsewhere.

`secondMoment_succ` writes the larger interval as the smaller one with two sites inserted, and uses the oddness of the sine to identify their contributions. Within `secondMoment_eq`, the statement `key` is the identity without denominators. Its induction step uses `e1` and `e2` for the sines of $2\theta\pm k$ and `e3` for the double-angle formula; `linear_combination` then does the algebra.

The uniform bound comes from `Real.abs_sin_le_one`. The limit uses `squeeze_zero'` to trap the deviation between zero and a constant divided by $n$. For the divergence, `h.sum_le_tsum` bounds each partial sum by the supposed total, and a sufficiently large cutoff contradicts this.

**The model's limits.** No Hamiltonian appears in the file. The filled interval is an input, and it stands for the zero-temperature ground state of a band whose energy rises with $|q|$. Smearing replaces the sharp Fermi points by a smooth occupation, and the closed form then no longer applies.

The integral also describes an infinite chain. A calculation with $N$ wave numbers replaces it by a finite sum, so its density matrix should be compared with $w_R$ only at distances small compared with $N$.

The orbitals are orthonormal and there is one per site. A PAW or ultrasoft code has an overlap operator and augmentation terms, and these would have to enter the definition of the density matrix before any comparison. Interactions, disorder and higher dimensions are likewise absent from the model.

The vanishing second moment at $k=\pi$ belongs to this one-band chain, in which the filled band occupies every orbital completely. An insulator with both filled and empty bands generally has a non-zero second moment, so zero is not the value to expect from an insulating test system.

The theorems concern real numbers and say nothing about rounding or quadrature errors in a program that evaluates these sums.
